# The Fermi-window average of a continuous function g of at most quadratic growth tends to g(μ) as T → 0⁺

## Does the Fermi window reduce to evaluation at μ?

Let T be the temperature in energy units (k_B T), μ a fixed chemical potential, and

f(E) = 1 / (exp((E − μ)/T) + 1)

W(E) = 1 / (4T cosh²((E − μ)/(2T)))

I(T) = ∫ g(E) W(E) dE, over all real E.

In relaxation-time transport, g collects the density of states, the squared velocity and the relaxation time τ(E). I was taught that W "becomes a delta function" in a degenerate metal, so that I(T) → g(μ), and that g = max(E,0)^(3/2) τ(E) then gives the Drude value μ^(3/2) τ(μ). I would like to see this done rigorously for continuous g with |g(E)| ≤ C(1 + E²), and checked by machine. Does the Drude conductivity follow, prefactor included?

## Yes, and for measurable g continuity at μ is enough

**The window is −f′.** Put y = exp((E − μ)/T). Then

f′(E) = −y / (T(y + 1)²)

4 cosh²((E − μ)/(2T)) = y + 1/y + 2 = (y + 1)²/y,

so f′ = −W.

**Rescaling.** With E = μ + Tx and dE = T dx,

I(T) = ∫ g(μ + Tx) w(x) dx, where w(x) = 1/(exp(x) + exp(−x) + 2).

All the temperature dependence now sits in g.

**A common majorant.** The exponential series gives exp(x) + exp(−x) ≥ x⁴/24. Since (1 + x²)² ≤ 2(1 + x⁴),

w(x) ≤ 24/(48 + x⁴) ≤ 48/(1 + x²)².

Also

1 + (μ + Tx)² ≤ 1 + 2μ² + 2T²x² ≤ (1 + 2μ² + 2T²)(1 + x²).

Hence, for 0 < T < 1,

|g(μ + Tx) w(x)| ≤ 48C(3 + 2μ²)/(1 + x²),

which is integrable and independent of T.

**Weight and limit.** The total weight is ∫ W dE = f(−∞) − f(+∞) = 1, and at T = 1 and μ = 0 this reads ∫ w dx = 1. For each x, g(μ + Tx) → g(μ) by continuity at μ. Dominated convergence gives I(T) → g(μ) ∫ w dx = g(μ).

**The Drude value.** Let μ ≥ 0, and let τ be measurable and continuous at μ, with |τ| ≤ B. For E ≥ 0, √E ≤ (1 + E)/2 gives E^(3/2) ≤ (E + E²)/2 ≤ 1 + E², so the growth condition holds with C = B.

For the conductivity, take carriers of charge e, mass m and speed v(E) in an isotropic three-dimensional parabolic band with density of states A√E per unit volume and m v² = 2E. Let n be the density of states integrated up to μ, which is the carrier density at T = 0. Then

σ(T) = ∫ e² A√E (v²/3) τ W dE, over E ≥ 0

m σ(T) = (2/3) e² A ∫ E^(3/2) τ W dE, over E ≥ 0

n = ∫ A√E dE from 0 to μ = (2/3) A μ^(3/2).

Therefore m σ(T) → e² n τ(μ).

**A jump at μ can spoil the limit.** Let g be 1 above μ and 0 elsewhere. Then I(T) = f(μ) = 1/2 at every T > 0, while g(μ) = 0.

## How the Lean statements encode the physics

`transportIntegral g mu T` is I(T), and `𝓝[>] 0` means that T approaches zero through positive values. `degenerate_limit` assumes that `g` is measurable, obeys the growth bound at every real energy, and satisfies `ContinuousAt g mu`.

`drude_value` takes a measurable, bounded `tau`, continuous at `mu`, with `0 ≤ mu`. `drude_conductivity` adds `hv`, the parabolic dispersion m v² = 2E for E ≥ 0. At E = 1 this forces m > 0, so dividing by m gives the familiar σ → e² n τ(μ)/m. The constant `A` stands for the band's density-of-states prefactor, spin included, and the factor 1/3 is the isotropic average of one squared velocity component.

The conductivity integral is taken as given, not derived from the Boltzmann equation. Both μ and the function τ are held fixed as T changes, whereas at fixed carrier density μ would shift with T. Within this independent-electron, relaxation-time model, with τ bounded and continuous at μ, the T → 0⁺ limit of the conductivity depends on the density of states, the velocity and τ only through their values at μ.

```lean
import Mathlib

open MeasureTheory Filter Topology Set

noncomputable section

namespace DegenerateTransport

/-- The Fermi function at chemical potential `mu` and temperature `T` (in energy units). -/
def fermi (mu T E : ℝ) : ℝ := 1 / (Real.exp ((E - mu) / T) + 1)

/-- The thermal window `1 / (4 T cosh² ((E - mu) / (2 T)))`. -/
def thermalWindow (mu T E : ℝ) : ℝ := 1 / (4 * T * Real.cosh ((E - mu) / (2 * T)) ^ 2)

/-- The transport integral: the average of `g` over the thermal window. -/
def transportIntegral (g : ℝ → ℝ) (mu T : ℝ) : ℝ := ∫ E, g E * thermalWindow mu T E

/-- The transport integrand in the dimensionless energy `x = (E - mu) / T`. -/
def rescaled (g : ℝ → ℝ) (mu T x : ℝ) : ℝ := g (mu + T * x) * thermalWindow 0 1 x

/-- The density of states `A √E` of a parabolic band in three dimensions, zero below the band. -/
def densityOfStates (A E : ℝ) : ℝ := A * √(max E 0)

/-- Four times the squared hyperbolic cosine of `x / 2`, written with exponentials. -/
theorem four_cosh_sq (x : ℝ) :
    4 * Real.cosh (x / 2) ^ 2 = Real.exp x + Real.exp (-x) + 2 := by
  have h1 : Real.exp x = Real.exp (x / 2) * Real.exp (x / 2) := by
    rw [← Real.exp_add, add_halves]
  have h2 : Real.exp (-x) = Real.exp (-(x / 2)) * Real.exp (-(x / 2)) := by
    rw [← Real.exp_add]; congr 1; ring
  have h3 : Real.exp (x / 2) * Real.exp (-(x / 2)) = 1 := by
    rw [← Real.exp_add, add_neg_cancel, Real.exp_zero]
  rw [Real.cosh_eq, h1, h2]
  linear_combination 2 * h3

/-- At positive temperature the thermal window is positive and equals minus the energy
derivative of the Fermi function. -/
theorem hasDerivAt_fermi {T : ℝ} (hT : 0 < T) (mu E : ℝ) :
    0 < thermalWindow mu T E ∧ HasDerivAt (fermi mu T) (-thermalWindow mu T E) E := by
  have hc := Real.cosh_pos ((E - mu) / (2 * T))
  refine ⟨by unfold thermalWindow; positivity, ?_⟩
  have hu : HasDerivAt (fun E : ℝ => (E - mu) / T) (1 / T) E :=
    ((hasDerivAt_id' E).sub_const mu).div_const T
  have hy := Real.exp_pos ((E - mu) / T)
  have hy1 : Real.exp ((E - mu) / T) + 1 ≠ 0 := by positivity
  have h := HasDerivAt.fun_div (hasDerivAt_const E (1 : ℝ)) (hu.exp.add_const 1) hy1
  refine HasDerivAt.congr_deriv h ?_
  have h4 := four_cosh_sq ((E - mu) / T)
  rw [show (E - mu) / T / 2 = (E - mu) / (2 * T) by ring, Real.exp_neg] at h4
  unfold thermalWindow
  rw [show 4 * T * Real.cosh ((E - mu) / (2 * T)) ^ 2
    = T * (4 * Real.cosh ((E - mu) / (2 * T)) ^ 2) by ring, h4]
  generalize Real.exp ((E - mu) / T) = y at hy hy1 ⊢
  have h5 : y + y⁻¹ + 2 = (y + 1) ^ 2 / y := by
    field_simp
    ring
  rw [h5]
  field_simp
  ring

/-- For measurable `g` of at most quadratic growth the rescaled integrand is measurable, and its
absolute value lies below a Lorentzian that is the same for all temperatures with `T² ≤ S`. -/
theorem rescaled_bound {g : ℝ → ℝ} {C mu T S : ℝ} (hm : Measurable g)
    (hg : ∀ E, |g E| ≤ C * (1 + E ^ 2)) (hS : T ^ 2 ≤ S) :
    AEStronglyMeasurable (rescaled g mu T) volume ∧
      ∀ x, ‖rescaled g mu T x‖ ≤ 48 * C * (1 + 2 * mu ^ 2 + 2 * S) * (1 + x ^ 2)⁻¹ := by
  constructor
  · have a : Measurable fun x : ℝ => (x - 0) / (2 * 1) := by fun_prop
    have b : Measurable fun x : ℝ => mu + T * x := by fun_prop
    have w : Measurable (thermalWindow 0 1) :=
      measurable_const.div
        (((Real.continuous_cosh.measurable.comp a).pow_const 2).const_mul (4 * 1))
    exact ((hm.comp b).mul w).aestronglyMeasurable
  · intro x
    have hC : 0 ≤ C := by
      have h := (abs_nonneg _).trans (hg 0)
      linarith
    have hw0 : 0 ≤ thermalWindow 0 1 x := by unfold thermalWindow; positivity
    -- the exponentials in the window are bounded below by a fourth power
    have hexp : x ^ 4 / 24 ≤ Real.exp x + Real.exp (-x) := by
      rcases le_total 0 x with hx | hx
      · have h := Real.pow_div_factorial_le_exp x hx 4
        norm_num [Nat.factorial] at h
        linarith [Real.exp_pos (-x)]
      · have h := Real.pow_div_factorial_le_exp (-x) (by linarith) 4
        norm_num [Nat.factorial] at h
        linarith [Real.exp_pos x]
    have hw : thermalWindow 0 1 x ≤ 48 / (1 + x ^ 2) ^ 2 := by
      have e : thermalWindow 0 1 x = 1 / (Real.exp x + Real.exp (-x) + 2) := by
        rw [← four_cosh_sq]; simp [thermalWindow]
      rw [e, div_le_div_iff₀ (by positivity) (by positivity)]
      nlinarith [sq_nonneg (x ^ 2 - 1)]
    have hq : 1 + (mu + T * x) ^ 2 ≤ (1 + 2 * mu ^ 2 + 2 * S) * (1 + x ^ 2) := by
      nlinarith [sq_nonneg (mu - T * x), mul_nonneg (sub_nonneg.2 hS) (sq_nonneg x),
        sq_nonneg (mu * x), sq_nonneg T, sq_nonneg x]
    have hgx := (hg (mu + T * x)).trans (mul_le_mul_of_nonneg_left hq hC)
    unfold rescaled
    rw [norm_mul, Real.norm_eq_abs, Real.norm_eq_abs, abs_of_nonneg hw0]
    refine (mul_le_mul hgx hw hw0 ((abs_nonneg _).trans hgx)).trans (le_of_eq ?_)
    have hx : 1 + x ^ 2 ≠ 0 := by positivity
    field_simp

/-- At positive temperature the transport integral converges for measurable `g` of at most quadratic
growth, and it equals the integral over the dimensionless energy. -/
theorem transportIntegral_rescale {g : ℝ → ℝ} {C mu T : ℝ} (hm : Measurable g)
    (hg : ∀ E, |g E| ≤ C * (1 + E ^ 2)) (hT : 0 < T) :
    Integrable (fun E => g E * thermalWindow mu T E) ∧
      transportIntegral g mu T = ∫ x, rescaled g mu T x := by
  have h : ∀ E, g E * thermalWindow mu T E = T⁻¹ * rescaled g mu T ((E - mu) / T) := by
    intro E
    have e1 : mu + T * ((E - mu) / T) = E := by
      field_simp
      ring
    have e2 : ((E - mu) / T - 0) / (2 * 1) = (E - mu) / (2 * T) := by ring
    unfold rescaled thermalWindow
    rw [e1, e2]
    ring
  obtain ⟨hmeas, hb⟩ := rescaled_bound (mu := mu) hm hg (le_refl (T ^ 2))
  have hi : Integrable (rescaled g mu T) :=
    (integrable_inv_one_add_sq.const_mul _).mono' hmeas (ae_of_all _ hb)
  constructor
  · rw [funext h]
    exact ((hi.comp_div hT.ne').comp_sub_right mu).const_mul T⁻¹
  · unfold transportIntegral
    rw [funext h, integral_const_mul,
      integral_sub_right_eq_self (fun y => rescaled g mu T (y / T)) mu,
      Measure.integral_comp_div (rescaled g mu T) T, smul_eq_mul, abs_of_pos hT,
      ← mul_assoc, inv_mul_cancel₀ hT.ne', one_mul]

/-- At positive temperature the Fermi function tends to zero at high energy and to one at
low energy. -/
theorem fermi_limits {T : ℝ} (hT : 0 < T) (mu : ℝ) :
    Tendsto (fermi mu T) atTop (𝓝 0) ∧ Tendsto (fermi mu T) atBot (𝓝 1) := by
  constructor
  · have h0 : Tendsto (fun E : ℝ => E - mu) atTop atTop :=
      tendsto_atTop.2 fun b => (eventually_ge_atTop (b + mu)).mono
        fun E hE => le_sub_iff_add_le.2 hE
    exact (tendsto_atTop_add_const_right _ 1
      (Real.tendsto_exp_atTop.comp (h0.atTop_div_const hT))).const_div_atTop 1
  · have h0 : Tendsto (fun E : ℝ => E - mu) atBot atBot :=
      tendsto_atBot.2 fun b => (eventually_le_atBot (b + mu)).mono
        fun E hE => sub_le_iff_le_add.2 hE
    have h1 := (Real.tendsto_exp_atBot.comp (h0.atBot_div_const hT)).add_const 1
    have h2 := (tendsto_const_nhds (x := (1 : ℝ))).div h1 (by norm_num)
    rw [show (1 : ℝ) / (0 + 1) = 1 by norm_num] at h2
    exact h2

/-- The thermal window has total weight one at every positive temperature. -/
theorem integral_thermalWindow {T : ℝ} (hT : 0 < T) (mu : ℝ) :
    ∫ E, thermalWindow mu T E = 1 := by
  have hi : Integrable (fun E => thermalWindow mu T E) := by
    have h := (transportIntegral_rescale (g := fun _ => 1) (C := 1) (mu := mu) measurable_const
      (fun E => by
        show |(1 : ℝ)| ≤ 1 * (1 + E ^ 2)
        rw [abs_one]; nlinarith [sq_nonneg E]) hT).1
    simpa using h
  have h := integral_of_hasDerivAt_of_tendsto (fun E => (hasDerivAt_fermi hT mu E).2) hi.neg
    (fermi_limits hT mu).2 (fermi_limits hT mu).1
  rw [integral_neg] at h
  linarith

/-- The weight of the thermal window above a threshold `E₀` is the Fermi function at `E₀`;
for a threshold at the chemical potential it is one half at every positive temperature. -/
theorem step_threshold {T : ℝ} (hT : 0 < T) (mu E₀ : ℝ) :
    ∫ E in Ioi E₀, thermalWindow mu T E = fermi mu T E₀ ∧
      ∫ E in Ioi mu, thermalWindow mu T E = 1 / 2 := by
  have key : ∀ a, ∫ E in Ioi a, thermalWindow mu T E = fermi mu T a := by
    intro a
    have h := integral_Ioi_of_hasDerivAt_of_nonpos' (a := a)
      (fun E _ => (hasDerivAt_fermi hT mu E).2)
      (fun E _ => neg_nonpos.2 (hasDerivAt_fermi hT mu E).1.le) (fermi_limits hT mu).1
    rw [integral_neg] at h
    linarith
  refine ⟨key E₀, ?_⟩
  rw [key mu]
  norm_num [fermi]

/-- Degenerate limit: for measurable `g` of at most quadratic growth and continuous at the chemical
potential, the transport integral tends to `g mu` as the temperature tends to zero. -/
theorem degenerate_limit {g : ℝ → ℝ} {C mu : ℝ} (hm : Measurable g)
    (hg : ∀ E, |g E| ≤ C * (1 + E ^ 2)) (hc : ContinuousAt g mu) :
    Tendsto (transportIntegral g mu) (𝓝[>] 0) (𝓝 (g mu)) := by
  have hlim : Tendsto (fun T => ∫ x, rescaled g mu T x) (𝓝[>] 0)
      (𝓝 (∫ x, g mu * thermalWindow 0 1 x)) := by
    refine tendsto_integral_filter_of_dominated_convergence
      (fun x => 48 * C * (1 + 2 * mu ^ 2 + 2 * 1) * (1 + x ^ 2)⁻¹) ?_ ?_
      (integrable_inv_one_add_sq.const_mul _) ?_
    · exact Eventually.of_forall fun T => (rescaled_bound hm hg (le_refl (T ^ 2))).1
    · -- one majorant serves all temperatures below one
      filter_upwards [self_mem_nhdsWithin,
        nhdsWithin_le_nhds (Iio_mem_nhds (zero_lt_one' ℝ))] with T h0 h1
      have h0' : 0 < T := h0
      have h1' : T < 1 := h1
      exact ae_of_all _ (rescaled_bound hm hg (by nlinarith)).2
    · refine ae_of_all _ fun x => ?_
      have hx : Tendsto (fun T : ℝ => mu + T * x) (𝓝[>] 0) (𝓝 mu) :=
        ((by fun_prop : Continuous fun T : ℝ => mu + T * x).tendsto' 0 mu
          (by simp)).mono_left nhdsWithin_le_nhds
      exact (hc.tendsto.comp hx).mul_const _
  rw [integral_const_mul, integral_thermalWindow one_pos, mul_one] at hlim
  refine hlim.congr' ?_
  filter_upwards [self_mem_nhdsWithin] with T hT
  exact (transportIntegral_rescale hm hg hT).2.symm

/-- For `0 ≤ mu` and a measurable, bounded relaxation time continuous at `mu`, the transport
integral of `max(E, 0)^(3/2) tau(E)` tends to `mu^(3/2) tau(mu)` as the temperature tends to zero.
-/
theorem drude_value {tau : ℝ → ℝ} {B mu : ℝ} (hm : Measurable tau) (hB : ∀ E, |tau E| ≤ B)
    (hc : ContinuousAt tau mu) (hmu : 0 ≤ mu) :
    Tendsto (transportIntegral (fun E => (max E 0) ^ (3 / 2 : ℝ) * tau E) mu) (𝓝[>] 0)
      (𝓝 (mu ^ (3 / 2 : ℝ) * tau mu)) := by
  have hcont : Continuous fun E : ℝ => (max E 0) ^ (3 / 2 : ℝ) :=
    (continuous_id.max continuous_const).rpow_const fun _ => Or.inr (by norm_num)
  have hgrow : ∀ E : ℝ, (max E 0) ^ (3 / 2 : ℝ) ≤ 1 + E ^ 2 := by
    intro E
    rcases le_total 0 E with h | h
    · rw [max_eq_left h, show (3 / 2 : ℝ) = 1 + 1 / 2 by norm_num,
        Real.rpow_add_of_nonneg h (by norm_num) (by norm_num), Real.rpow_one,
        ← Real.sqrt_eq_rpow]
      have hs : √E ≤ (1 + E) / 2 := by nlinarith [sq_nonneg (√E - 1), Real.sq_sqrt h]
      nlinarith [mul_le_mul_of_nonneg_left hs h, sq_nonneg (E - 1)]
    · rw [max_eq_right h, Real.zero_rpow (by norm_num)]
      positivity
  have h := degenerate_limit (g := fun E => (max E 0) ^ (3 / 2 : ℝ) * tau E) (C := B) (mu := mu)
    (hcont.measurable.mul hm) (fun E => by
      have h0 : 0 ≤ (max E 0) ^ (3 / 2 : ℝ) := Real.rpow_nonneg (le_max_right _ _) _
      rw [abs_mul, abs_of_nonneg h0, mul_comm B]
      exact mul_le_mul (hgrow E) (hB E) (abs_nonneg _) (by positivity))
    (hcont.continuousAt.mul hc)
  simpa only [max_eq_left hmu] using h

/-- Drude formula: for `0 ≤ mu`, a measurable, bounded `tau` continuous at `mu`, and a parabolic
band with `m v² = 2 E` for `E ≥ 0`, the mass times the relaxation-time conductivity tends to `e² n
tau(mu)`, with `n` the density of states integrated up to `mu`. -/
theorem drude_conductivity {tau v : ℝ → ℝ} {B mu m : ℝ} (e A : ℝ) (hm : Measurable tau)
    (hB : ∀ E, |tau E| ≤ B) (hc : ContinuousAt tau mu) (hmu : 0 ≤ mu)
    (hv : ∀ E, 0 ≤ E → m * v E ^ 2 = 2 * E) :
    Tendsto (fun T => m * transportIntegral
        (fun E => e ^ 2 * densityOfStates A E * (v E ^ 2 / 3) * tau E) mu T) (𝓝[>] 0)
      (𝓝 (e ^ 2 * (∫ E in (0 : ℝ)..mu, densityOfStates A E) * tau mu)) := by
  -- the density of states integrated from the band edge up to `mu`
  have hn : ∫ E in (0 : ℝ)..mu, densityOfStates A E = 2 / 3 * A * mu ^ (3 / 2 : ℝ) := by
    have h1 : ∫ E in (0 : ℝ)..mu, densityOfStates A E
        = ∫ E in (0 : ℝ)..mu, A * E ^ (1 / 2 : ℝ) := by
      apply intervalIntegral.integral_congr
      intro E hE
      rw [uIcc_of_le hmu] at hE
      simp only [densityOfStates, max_eq_left hE.1, Real.sqrt_eq_rpow]
    rw [h1, intervalIntegral.integral_const_mul, integral_rpow (Or.inl (by norm_num)),
      show (1 / 2 : ℝ) + 1 = 3 / 2 by norm_num, Real.zero_rpow (by norm_num)]
    ring
  -- density of states times squared velocity gives the power 3/2
  have key : ∀ T, 2 / 3 * e ^ 2 * A *
      transportIntegral (fun E => (max E 0) ^ (3 / 2 : ℝ) * tau E) mu T
      = m * transportIntegral
        (fun E => e ^ 2 * densityOfStates A E * (v E ^ 2 / 3) * tau E) mu T := by
    intro T
    unfold transportIntegral
    rw [← integral_const_mul, ← integral_const_mul]
    congr 1
    funext E
    simp only [densityOfStates]
    rcases le_total 0 E with h | h
    · rw [max_eq_left h, show (3 / 2 : ℝ) = 1 + 1 / 2 by norm_num,
        Real.rpow_add_of_nonneg h (by norm_num) (by norm_num), Real.rpow_one,
        ← Real.sqrt_eq_rpow]
      linear_combination (-(e ^ 2 * A * √E / 3 * tau E * thermalWindow mu T E)) * hv E h
    · rw [max_eq_right h, Real.zero_rpow (by norm_num), Real.sqrt_zero]
      ring
  have h := ((drude_value hm hB hc hmu).const_mul (2 / 3 * e ^ 2 * A)).congr key
  rw [hn, show e ^ 2 * (2 / 3 * A * mu ^ (3 / 2 : ℝ)) * tau mu
    = 2 / 3 * e ^ 2 * A * (mu ^ (3 / 2 : ℝ) * tau mu) by ring]
  exact h

end DegenerateTransport
```

```lean
#print axioms DegenerateTransport.step_threshold
-- 'DegenerateTransport.step_threshold' depends on axioms: [propext, Classical.choice, Quot.sound]
#print axioms DegenerateTransport.degenerate_limit
-- 'DegenerateTransport.degenerate_limit' depends on axioms: [propext, Classical.choice, Quot.sound]
#print axioms DegenerateTransport.drude_conductivity
-- 'DegenerateTransport.drude_conductivity' depends on axioms: [propext, Classical.choice, Quot.sound]
```

## From the cosh identity to the Drude formula

`four_cosh_sq` rewrites the window in exponentials, and `hasDerivAt_fermi` uses it to identify W with −f′. That theorem also records that W is positive, which follows directly from cosh > 0.

`rescaled_bound` is the majorant, with a parameter `S` satisfying T² ≤ S. Taking S = T² gives convergence at any single temperature, which `transportIntegral_rescale` proves together with the change of variables. Taking S = 1 gives the bound common to all T < 1.

`fermi_limits` supplies the values of f at ±∞, and `integral_thermalWindow` combines them with the derivative to obtain weight one. The same integration over a half-line gives `step_threshold`: the weight above E₀ is f(E₀), hence 1/2 for E₀ = μ.

In `degenerate_limit`, `tendsto_integral_filter_of_dominated_convergence` asks for measurability, the majorant, its integrability and the pointwise limit. The final `congr'` returns from the rescaled integral to the original one for T > 0.

`drude_value` checks growth and continuity for the power 3/2. In `drude_conductivity`, `hn` computes n, and `key` shows that m σ(T) equals (2/3) e² A times the integral of `drude_value` at every T.

The same argument by hand, though not in the file, handles growth |g(E)| ≤ C(1 + E^(2k)) for any positive integer k: bound the exponential below by its term of order 2k + 2 instead of its fourth-order term.
